# Sharing transitions linearly between neighbouring grid nodes of spacing $h$ changes a pole sum with nonnegative weights by at most $h^2\sum_t s_t/(4\eta^3)$ at distance $\eta$ from the real axis

## Why is the error second order in the spacing when weight moves by almost a whole cell?

Let $x_j=a+jh$, $j=0,\dots,N$, be a frequency grid with spacing $h>0$. I have finitely many transition energies $D_t\in[x_0,x_N]$ with weights $s_t\ge 0$, and I want the pole sum $\sum_t s_t/(z-D_t)$ at complex frequencies $z$ with $|\mathrm{Im}\,z|\ge\eta>0$. To save work I give node $j$ the weight
$$W_j=\sum_t s_t\,\mathrm{hat}\big((D_t-x_j)/h\big),\qquad \mathrm{hat}(u)=\max(0,1-|u|),$$
and evaluate $\sum_j W_j/(z-x_j)$ instead.

Part of each transition's weight can land almost a full $h$ from where it belongs. Moving a pole by $\delta$ changes its value at first order in $\delta$, so I expected an error proportional to $h$. Why is it proportional to $h^2$, and how large can it get when $\eta$ is small?

## The two shares cancel at first order

The shares go to both sides of the transition, in proportions that keep its mean energy fixed. The first-order changes therefore cancel.

Consider one transition $D$ in a cell $[x,x+h]$, and put $d=D-x$, so $0\le d\le h$. The lower node receives the fraction $1-d/h$ and the upper node $d/h$. Every other node is at least $h$ away and receives nothing. For any function $f$, the weighted sum over nodes is thus the linear interpolation
$$\Big(1-\frac dh\Big)f(x)+\frac dh f(x+h).$$

- For $f=1$ this is $1$, so the total weight is preserved.
- For $f(y)=y$ it is $x+d=D$, so the first moment is preserved.
- For $f(y)=y^2$ it is $x^2+2xd+hd=D^2+d(h-d)$. Since $h^2/4-d(h-d)=(d-h/2)^2\ge0$, the second moment grows by between $0$ and $h^2/4$ per unit weight.

For the pole, write $A=z-x$. The interpolated value is
$$\frac{1-d/h}{A}+\frac{d/h}{A-h}=\frac{A-h+d}{A(A-h)}.$$
Subtracting $1/(A-d)$ leaves the numerator $(A-h+d)(A-d)-A(A-h)=d(h-d)$, so the error is exactly
$$\frac{d(h-d)}{(z-x)(z-x-h)(z-D)}.$$
The numerator is at most $h^2/4$. Each factor below has modulus at least $|\mathrm{Im}\,z|\ge\eta$, because $x$, $x+h$ and $D$ are real. One transition of unit weight therefore contributes at most $h^2/(4\eta^3)$. Multiplying by $s_t\ge0$ and using the triangle inequality gives
$$\Big|\sum_j\frac{W_j}{z-x_j}-\sum_t\frac{s_t}{z-D_t}\Big|\le\frac{h^2\sum_t s_t}{4\eta^3}.$$

The constant is the right one. For a unit transition at mid-cell and $z=D+i\eta$, the error is $ih^2/\big(\eta(4\eta^2+h^2)\big)$. Its modulus is the bound times $4\eta^2/(4\eta^2+h^2)$, a factor that tends to $1$ as $h/\eta\to0$. When $\eta$ is much smaller than $h$, the bound is far too large. The total weight is preserved and no weight is negative, so each of the two pole sums has modulus at most $\sum_t s_t/\eta$, and the error never exceeds $2\sum_t s_t/\eta$.

## Transitions, nodes and frequencies as Lean objects

The finite type `ι` labels the transitions, and `s D : ι → ℝ` are their weights and energies. `node a h j` is $x_j$, `binned a h s D j` is $W_j$, and `range (N + 1)` runs over $j=0,\dots,N$. The hypothesis `D t ∈ Set.Icc a (node a h N)` keeps every transition on the grid, end points included. With $N=0$ there is one node, and all transitions must sit on it.

The frequency `z` is complex and `hz : η ≤ |z.im|` keeps it off the real axis on either side. Physically, $\eta$ is a broadening, or the height at which the response is evaluated. It is an input here and not derived from a lifetime.

`binning_error` is the bound above, `moments_preserved` and `second_moment_growth` are the moment statements, and `midpoint_error` is the mid-cell example. Preserving the total weight and the first moment needs no sign condition on the weights. The error bound does: weights $+1$ at mid-cell and $-1$ on a node have zero sum but a nonzero error.

The result concerns a finite sum of poles with nonnegative weights, such as the resonant part of a diagonal element of the non-interacting polarizability in a real-axis GW calculation. It says nothing about how the error passes through the inversion of the dielectric matrix into the self-energy.

```lean
import Mathlib

open Finset

namespace TransitionBinning

noncomputable section

/-- The `j`-th node of the uniform frequency grid with origin `a` and spacing `h`. -/
def node (a h : ℝ) (j : ℕ) : ℝ := a + j * h

/-- The hat function: one at the origin, falling linearly to zero at distance one. -/
def hat (u : ℝ) : ℝ := max 0 (1 - |u|)

/-- The weight collected by node `j` when transitions `D t` of weight `s t` are shared out
by hat functions on a grid of spacing `h ≠ 0`. -/
def binned {ι : Type*} [Fintype ι] (a h : ℝ) (s D : ι → ℝ) (j : ℕ) : ℝ :=
  ∑ t, s t * hat ((D t - node a h j) / h)

/-- A node at least one spacing `h > 0` away from a transition receives nothing from it. -/
theorem hat_far {h D x : ℝ} (hh : 0 < h) (hx : h ≤ |D - x|) : hat ((D - x) / h) = 0 := by
  have h1 : 1 ≤ |(D - x) / h| := by
    rw [abs_div, abs_of_pos hh, le_div_iff₀ hh]
    linarith
  exact max_eq_left (by linarith)

/-- For a transition within a grid of spacing `h > 0`, the hat-weighted sum of any function over
the nodes is its linear interpolation between the ends of an interval of length `h` that
contains the transition. -/
theorem hat_interpolation (E : Type*) [AddCommGroup E] [Module ℝ E] {a h D : ℝ} (N : ℕ)
    (hh : 0 < h) (ha : a ≤ D) (hD : D ≤ node a h N) :
    ∃ x, x ≤ D ∧ D ≤ x + h ∧ ∀ f : ℝ → E,
      ∑ j ∈ range (N + 1), hat ((D - node a h j) / h) • f (node a h j)
        = (1 - (D - x) / h) • f x + ((D - x) / h) • f (x + h) := by
  induction N with
  | zero =>
    have hn : node a h 0 = a := by simp [node]
    have hDa : D = a := le_antisymm (hn ▸ hD) ha
    refine ⟨a, ha, by linarith, fun f => ?_⟩
    simp [hn, hDa, hat]
  | succ N ih =>
    have hs : node a h (N + 1) = node a h N + h := by
      simp only [node]; push_cast; ring
    by_cases hc : D ≤ node a h N
    · -- the new node is out of reach
      obtain ⟨x, h1, h2, H⟩ := ih hc
      refine ⟨x, h1, h2, fun f => ?_⟩
      have hfar : h ≤ |D - node a h (N + 1)| := by
        rw [abs_sub_comm]
        exact le_trans (by linarith) (le_abs_self _)
      rw [sum_range_succ, H f, hat_far hh hfar, zero_smul, add_zero]
    · -- the transition lies in the last cell
      have hc' : node a h N < D := not_le.mp hc
      refine ⟨node a h N, hc'.le, by linarith, fun f => ?_⟩
      have hz : ∑ j ∈ range N, hat ((D - node a h j) / h) • f (node a h j) = 0 := by
        refine sum_eq_zero fun j hj => ?_
        have hj1 : (j : ℝ) + 1 ≤ N := by exact_mod_cast mem_range.mp hj
        have hj2 := mul_le_mul_of_nonneg_right hj1 hh.le
        have hfar : h ≤ |D - node a h j| := by
          refine le_trans ?_ (le_abs_self _)
          simp only [node] at hc' ⊢
          linarith
        rw [hat_far hh hfar, zero_smul]
      have hu0 : 0 ≤ (D - node a h N) / h := div_nonneg (by linarith) hh.le
      have hu1 : (D - node a h N) / h ≤ 1 := by
        rw [div_le_iff₀ hh]; linarith
      have e1 : hat ((D - node a h N) / h) = 1 - (D - node a h N) / h := by
        rw [hat, abs_of_nonneg hu0, max_eq_right (by linarith)]
      have e2 : hat ((D - (node a h N + h)) / h) = (D - node a h N) / h := by
        rw [← sub_sub, sub_div _ h h, div_self hh.ne', hat, abs_of_nonpos (by linarith),
          max_eq_right (by linarith)]
        ring
      rw [sum_range_succ, sum_range_succ, hz, hs, e1, e2, zero_add]

variable {ι : Type*} [Fintype ι]

/-- Summing a function over the nodes with the binned weights is the same as summing, over the
transitions with their weights `s t`, the hat-weighted sum of its node values. -/
theorem binned_sum {E : Type*} [AddCommGroup E] [Module ℝ E] (a h : ℝ) (s D : ι → ℝ) (N : ℕ)
    (f : ℝ → E) :
    ∑ j ∈ range (N + 1), binned a h s D j • f (node a h j)
      = ∑ t, s t • ∑ j ∈ range (N + 1), hat ((D t - node a h j) / h) • f (node a h j) := by
  simp only [binned, sum_smul, smul_sum, mul_smul]
  exact sum_comm

/-- Binning transitions that lie within a grid of spacing `h > 0` preserves the total weight
and the first moment. -/
theorem moments_preserved {a h : ℝ} {s D : ι → ℝ} {N : ℕ} (hh : 0 < h)
    (hD : ∀ t, D t ∈ Set.Icc a (node a h N)) :
    ∑ j ∈ range (N + 1), binned a h s D j = ∑ t, s t ∧
    ∑ j ∈ range (N + 1), binned a h s D j * node a h j = ∑ t, s t * D t := by
  constructor
  · have e := binned_sum a h s D N (fun _ => (1 : ℝ))
    simp only [smul_eq_mul, mul_one] at e
    rw [e]
    refine sum_congr rfl fun t _ => ?_
    obtain ⟨x, -, -, H⟩ := hat_interpolation ℝ N hh (hD t).1 (hD t).2
    have H1 := H (fun _ => 1)
    simp only [smul_eq_mul, mul_one] at H1
    rw [H1]; ring
  · have e := binned_sum a h s D N (fun x : ℝ => x)
    simp only [smul_eq_mul] at e
    rw [e]
    refine sum_congr rfl fun t _ => ?_
    obtain ⟨x, -, -, H⟩ := hat_interpolation ℝ N hh (hD t).1 (hD t).2
    have H1 := H (fun x => x)
    simp only [smul_eq_mul] at H1
    have hc : (D t - x) / h * h = D t - x := div_mul_cancel₀ _ hh.ne'
    rw [H1]
    linear_combination s t * hc

/-- For nonnegative weights within a grid of spacing `h > 0`, binning never lowers the second
moment, and raises it by at most `h ^ 2 / 4` times the total weight. -/
theorem second_moment_growth {a h : ℝ} {s D : ι → ℝ} {N : ℕ} (hh : 0 < h)
    (hs : ∀ t, 0 ≤ s t) (hD : ∀ t, D t ∈ Set.Icc a (node a h N)) :
    ∑ t, s t * D t ^ 2 ≤ ∑ j ∈ range (N + 1), binned a h s D j * node a h j ^ 2 ∧
    ∑ j ∈ range (N + 1), binned a h s D j * node a h j ^ 2
      ≤ ∑ t, s t * D t ^ 2 + h ^ 2 / 4 * ∑ t, s t := by
  have e := binned_sum a h s D N (fun x : ℝ => x ^ 2)
  simp only [smul_eq_mul] at e
  have key : ∀ t, D t ^ 2 ≤ ∑ j ∈ range (N + 1),
        hat ((D t - node a h j) / h) * node a h j ^ 2 ∧
      ∑ j ∈ range (N + 1), hat ((D t - node a h j) / h) * node a h j ^ 2
        ≤ D t ^ 2 + h ^ 2 / 4 := by
    intro t
    obtain ⟨x, h1, h2, H⟩ := hat_interpolation ℝ N hh (hD t).1 (hD t).2
    have H1 := H (fun x => x ^ 2)
    simp only [smul_eq_mul] at H1
    have hc : (D t - x) / h * h = D t - x := div_mul_cancel₀ _ hh.ne'
    have H2 : (1 - (D t - x) / h) * x ^ 2 + (D t - x) / h * (x + h) ^ 2
        = D t ^ 2 + (D t - x) * (x + h - D t) := by
      linear_combination (2 * x + h) * hc
    rw [H1, H2]
    constructor
    · nlinarith [mul_nonneg (sub_nonneg.mpr h1) (sub_nonneg.mpr h2)]
    · nlinarith [sq_nonneg (2 * (D t - x) - h)]
  rw [e]
  constructor
  · exact sum_le_sum fun t _ => mul_le_mul_of_nonneg_left (key t).1 (hs t)
  · rw [mul_sum, ← sum_add_distrib]
    refine sum_le_sum fun t _ => ?_
    linarith [mul_le_mul_of_nonneg_left (key t).2 (hs t)]

/-- The exact error of interpolating the pole `1 / (z - D)` linearly between `x` and `x + h`,
for `h ≠ 0` and `z` different from `x`, `x + h` and `D`. -/
theorem pole_interpolation {z x h D : ℂ} (hh : h ≠ 0) (h1 : z - x ≠ 0)
    (h2 : z - (x + h) ≠ 0) (h3 : z - D ≠ 0) :
    (1 - (D - x) / h) * (z - x)⁻¹ + (D - x) / h * (z - (x + h))⁻¹ - (z - D)⁻¹
      = (D - x) * (x + h - D) / ((z - x) * (z - (x + h)) * (z - D)) := by
  field_simp
  ring

/-- A single transition of unit weight within a grid of spacing `h > 0`, seen from a frequency at
least `η > 0` away from the real axis, has a binning error of at most `h ^ 2 / (4 * η ^ 3)`. -/
theorem single_pole_error {a h D η : ℝ} {z : ℂ} {N : ℕ} (hh : 0 < h)
    (hD : D ∈ Set.Icc a (node a h N)) (hη : 0 < η) (hz : η ≤ |z.im|) :
    ‖∑ j ∈ range (N + 1), hat ((D - node a h j) / h) • (z - (node a h j : ℂ))⁻¹
      - (z - (D : ℂ))⁻¹‖ ≤ h ^ 2 / (4 * η ^ 3) := by
  obtain ⟨x, h1, h2, H⟩ := hat_interpolation ℂ N hh hD.1 hD.2
  -- every real frequency is at least `η` away from `z`
  have far : ∀ y : ℝ, η ≤ ‖z - (y : ℂ)‖ := fun y => by
    have := Complex.abs_im_le_norm (z - (y : ℂ))
    rw [Complex.sub_im, Complex.ofReal_im, sub_zero] at this
    exact hz.trans this
  have ne : ∀ y : ℝ, z - (y : ℂ) ≠ 0 := fun y => norm_pos_iff.mp (hη.trans_le (far y))
  have e : (1 - (D - x) / h) • (z - (x : ℂ))⁻¹ + ((D - x) / h) • (z - ((x + h : ℝ) : ℂ))⁻¹
      - (z - (D : ℂ))⁻¹ = (((D - x) * (x + h - D) : ℝ) : ℂ)
        / ((z - (x : ℂ)) * (z - ((x + h : ℝ) : ℂ)) * (z - (D : ℂ))) := by
    have n2 := ne (x + h)
    simp only [Complex.real_smul]
    push_cast at n2 ⊢
    exact pole_interpolation (by exact_mod_cast hh.ne') (ne x) n2 (ne D)
  have hnum : (D - x) * (x + h - D) ≤ h ^ 2 / 4 := by
    nlinarith [sq_nonneg (2 * (D - x) - h)]
  have hnn : 0 ≤ (D - x) * (x + h - D) := mul_nonneg (by linarith) (by linarith)
  rw [H (fun y : ℝ => (z - (y : ℂ))⁻¹), e, norm_div, norm_mul, norm_mul, Complex.norm_real,
    Real.norm_of_nonneg hnn]
  calc _ ≤ (h ^ 2 / 4) / (η * η * η) := by
        gcongr
        · exact far x
        · exact far (x + h)
        · exact far D
    _ = h ^ 2 / (4 * η ^ 3) := by
        field_simp

/-- For nonnegative weights at transitions within a grid of spacing `h > 0`, and a frequency `z`
at least `η > 0` away from the real axis, the binned pole sum differs from the exact one by at
most `h ^ 2 / (4 * η ^ 3)` times the total weight. -/
theorem binning_error {a h η : ℝ} {s D : ι → ℝ} {z : ℂ} {N : ℕ} (hh : 0 < h)
    (hs : ∀ t, 0 ≤ s t) (hD : ∀ t, D t ∈ Set.Icc a (node a h N))
    (hη : 0 < η) (hz : η ≤ |z.im|) :
    ‖∑ j ∈ range (N + 1), (binned a h s D j : ℂ) / (z - (node a h j : ℂ))
      - ∑ t, (s t : ℂ) / (z - (D t : ℂ))‖ ≤ h ^ 2 * (∑ t, s t) / (4 * η ^ 3) := by
  have e := binned_sum a h s D N (fun y : ℝ => (z - (y : ℂ))⁻¹)
  simp only [div_eq_mul_inv (_ : ℂ), ← Complex.real_smul]
  rw [e, ← sum_sub_distrib]
  simp only [← smul_sub]
  calc _ ≤ ∑ t, s t * (h ^ 2 / (4 * η ^ 3)) := by
        refine norm_sum_le_of_le _ fun t _ => ?_
        rw [norm_smul, Real.norm_of_nonneg (hs t)]
        exact mul_le_mul_of_nonneg_left (single_pole_error hh (hD t) hη hz) (hs t)
    _ = h ^ 2 * (∑ t, s t) / (4 * η ^ 3) := by
        rw [← sum_mul]; ring

/-- The exact binning error of one unit transition in the middle of a cell of width `h > 0`,
seen from the frequency at height `η > 0` straight above it. -/
theorem midpoint_error {h η : ℝ} (hh : 0 < h) (hη : 0 < η) :
    ∑ j ∈ range (1 + 1), (binned 0 h (fun _ : Unit => 1) (fun _ => h / 2) j : ℂ)
        / ((h / 2 + η * Complex.I) - (node 0 h j : ℂ))
      - 1 / ((h / 2 + η * Complex.I) - (h / 2 : ℂ))
      = Complex.I * h ^ 2 / (η * (4 * η ^ 2 + h ^ 2)) := by
  -- each end of the cell receives half of the weight
  have b0 : binned 0 h (fun _ : Unit => 1) (fun _ => h / 2) 0 = 1 / 2 := by
    have e : (h / 2 - node 0 h 0) / h = 1 / 2 := by
      rw [div_eq_iff hh.ne']; simp only [node]; push_cast; ring
    simp only [binned, e, hat, univ_unique, sum_singleton]
    rw [abs_of_pos (by norm_num)]; norm_num
  have b1 : binned 0 h (fun _ : Unit => 1) (fun _ => h / 2) 1 = 1 / 2 := by
    have e : (h / 2 - node 0 h 1) / h = -(1 / 2) := by
      rw [div_eq_iff hh.ne']; simp only [node]; push_cast; ring
    simp only [binned, e, hat, univ_unique, sum_singleton]
    rw [abs_neg, abs_of_pos (by norm_num)]; norm_num
  have d0 : (h / 2 + η * Complex.I) - (node 0 h 0 : ℂ) = h / 2 + η * Complex.I := by
    simp only [node]; push_cast; ring
  have d1 : (h / 2 + η * Complex.I) - (node 0 h 1 : ℂ) = η * Complex.I - h / 2 := by
    simp only [node]; push_cast; ring
  have d2 : (h / 2 + η * Complex.I) - (h / 2 : ℂ) = η * Complex.I := by ring
  have n3 : (η : ℂ) ≠ 0 := by exact_mod_cast hη.ne'
  have n4 : (4 * η ^ 2 + h ^ 2 : ℂ) ≠ 0 := by
    have : (4 * η ^ 2 + h ^ 2 : ℝ) ≠ 0 := by positivity
    exact_mod_cast this
  have n1 : (h / 2 + η * Complex.I : ℂ) ≠ 0 := fun e => n4 (by
    linear_combination (-4 * (η * Complex.I - h / 2)) * e + 4 * (η : ℂ) ^ 2 * Complex.I_sq)
  have n2 : (η * Complex.I - h / 2 : ℂ) ≠ 0 := fun e => n4 (by
    linear_combination (-4 * (h / 2 + η * Complex.I)) * e + 4 * (η : ℂ) ^ 2 * Complex.I_sq)
  -- bring the three poles to real denominators
  have h1 : ((1 / 2 : ℝ) : ℂ) / (h / 2 + η * Complex.I)
      = -2 * (η * Complex.I - h / 2) / (4 * η ^ 2 + h ^ 2) := by
    rw [div_eq_div_iff n1 n4]; push_cast
    linear_combination 2 * (η : ℂ) ^ 2 * Complex.I_sq
  have h2 : ((1 / 2 : ℝ) : ℂ) / (η * Complex.I - h / 2)
      = -2 * (h / 2 + η * Complex.I) / (4 * η ^ 2 + h ^ 2) := by
    rw [div_eq_div_iff n2 n4]; push_cast
    linear_combination 2 * (η : ℂ) ^ 2 * Complex.I_sq
  have h3 : 1 / (η * Complex.I) = -Complex.I / η := by
    rw [div_eq_div_iff (mul_ne_zero n3 Complex.I_ne_zero) n3]
    linear_combination (η : ℂ) * Complex.I_sq
  rw [sum_range_succ, sum_range_one, b0, b1, d0, d1, d2, h1, h2, h3, ← add_div,
    div_sub_div _ _ n4 n3, div_eq_div_iff (mul_ne_zero n4 n3) (mul_ne_zero n3 n4)]
  ring

end

end TransitionBinning
```

```lean
#print axioms TransitionBinning.moments_preserved
-- 'TransitionBinning.moments_preserved' depends on axioms: [propext, Classical.choice, Quot.sound]
#print axioms TransitionBinning.second_moment_growth
-- 'TransitionBinning.second_moment_growth' depends on axioms: [propext, Classical.choice, Quot.sound]
#print axioms TransitionBinning.binning_error
-- 'TransitionBinning.binning_error' depends on axioms: [propext, Classical.choice, Quot.sound]
#print axioms TransitionBinning.midpoint_error
-- 'TransitionBinning.midpoint_error' depends on axioms: [propext, Classical.choice, Quot.sound]
```

## From one cell to the whole sum

`hat_far` shows that a node at distance at least $h$ receives nothing. `hat_interpolation` finds the cell by induction on $N$. With one node, $D=a$. When a node is added, either $D$ was already within the old grid and the new node is out of reach, or $D$ lies in the last cell and all nodes before that cell drop out.

`binned_sum` exchanges the sums over nodes and transitions with `sum_comm`, which reduces each moment and the pole sum to single transitions. In `second_moment_growth`, `nlinarith` receives the square $(2d-h)^2\ge0$, which is the inequality $d(h-d)\le h^2/4$. `pole_interpolation` is the exact error formula, obtained by clearing denominators with `field_simp` and closing with `ring`. In `single_pole_error`, the local statement `far` supplies the distance $\eta$ for all three factors, and `gcongr` combines these with the numerator bound. `binning_error` then applies the triangle inequality through `norm_sum_le_of_le`. `midpoint_error` computes the two half weights and brings the three poles to real denominators using $i^2=-1$.

## One interpolation lemma for moments and poles

`hat_interpolation` is stated for functions `f : ℝ → E`, where `E` is any real module, and the scalar action `•` multiplies a value by a real weight. Its conclusion has the form `∃ x, … ∀ f : ℝ → E, …`: the cell is fixed first, and the identity then holds for every function. With `E` equal to `ℝ`, the choices $1$, $y$ and $y^2$ give the moments. With `E` equal to `ℂ`, the choice $(z-y)^{-1}$ gives the pole sum. The case analysis on the grid is therefore done once. The lemma does not even say that `x` is a node, since the later estimates need only an interval of length $h$ containing $D$.

## The binning loop in a polarizability calculation

With real orbitals, and up to a constant prefactor, a diagonal element of the retarded non-interacting polarizability is $\sum_t s_t/(z-D_t)-\sum_t s_t/(z+D_t)$. Here $D_t$ is the energy difference between an empty and an occupied orbital, and $s_t$ is a squared modulus of a transition matrix element. The second term, with its minus sign, is the first sum evaluated at $-z$, so the same $W_j$ serve for both and the error bound applies to each. For each pair with $D_t<x_N$, the code computes $j=\lfloor(D_t-a)/h\rfloor$ and $u=(D_t-a)/h-j$, then adds $s_t(1-u)$ to $W_j$ and $s_tu$ to $W_{j+1}$. A transition exactly at $x_N$ goes entirely to the last node. After this single pass, each of the two sums costs $N+1$ terms at a frequency $z=\omega+i\eta$, however many pairs there are.

With $h=\eta/5$ the bound for each sum is $\sum_t s_t/(100\,\eta)$. That is one percent of $\sum_t s_t/\eta$, the modulus the first sum would reach if all the weight sat in one pole directly below $z$.
